# The secular equation of two coupled levels with one common decay channel

Two levels with real energies `E1` and `E2` and real coupling `u` decay into one open channel with real amplitudes `w1` and `w2`, none of which depends on the energy. Their effective Hamiltonian is the 2×2 matrix H − iWW†, where W is the column of the two amplitudes. The theorem says that a complex number z is an eigenvalue of this matrix exactly when (E1 − iw1² − z)(E2 − iw2² − z) − (u − iw1w2)² = 0. The proof first shows that the left side is the determinant of the effective Hamiltonian minus z times the identity, and then uses the fact that a determinant vanishes exactly when the matrix sends some nonzero vector to zero.

Lean 4 with Mathlib refuses this proof:

```lean
import Mathlib

open Matrix

namespace SecularEquation

noncomputable section

variable {n m : Type*} [Fintype n] [Fintype m]

/-- The effective Hamiltonian `H - i W W†` of levels with Hamiltonian `H` that decay into
open channels with amplitudes `W`. -/
def effHam (H : Matrix n n ℂ) (W : Matrix n m ℂ) : Matrix n n ℂ :=
  H - Complex.I • (W * Wᴴ)

/-- The complex number `z` is an eigenvalue of `A`: some nonzero vector `v` has `A v = z v`. -/
def IsEigenvalue (A : Matrix n n ℂ) (z : ℂ) : Prop :=
  ∃ v : n → ℂ, v ≠ 0 ∧ A *ᵥ v = z • v

/-- The Hamiltonian of two levels `E1`, `E2` with real direct coupling `u`. -/
def twoLevel (E1 E2 u : ℝ) : Matrix (Fin 2) (Fin 2) ℂ :=
  !![(E1 : ℂ), (u : ℂ); (u : ℂ), (E2 : ℂ)]

/-- The real amplitudes `w1`, `w2` of two levels in a single open channel. -/
def channel (w1 w2 : ℝ) : Matrix (Fin 2) (Fin 1) ℂ :=
  !![(w1 : ℂ); (w2 : ℂ)]

/-- The effective Hamiltonian of two coupled levels that decay into one common channel. -/
def twoResonance (E1 E2 u w1 w2 : ℝ) : Matrix (Fin 2) (Fin 2) ℂ :=
  effHam (twoLevel E1 E2 u) (channel w1 w2)

/-- Secular equation of the two-level problem with one open channel. -/
theorem secular_equation (E1 E2 u w1 w2 : ℝ) (z : ℂ) :
    IsEigenvalue (twoResonance E1 E2 u w1 w2) z ↔
      (E1 - Complex.I * w1 ^ 2 - z) * (E2 - Complex.I * w2 ^ 2 - z)
        - (u - Complex.I * (w1 * w2)) ^ 2 = 0 := by
  have hdet : (twoResonance E1 E2 u w1 w2 - z • (1 : Matrix (Fin 2) (Fin 2) ℂ)).det =
      (E1 - Complex.I * w1 ^ 2 - z) * (E2 - Complex.I * w2 ^ 2 - z)
        - (u - Complex.I * (w1 * w2)) ^ 2 := by
    rw [Matrix.det_fin_two]
    simp [twoResonance, effHam, twoLevel, channel, Matrix.mul_apply]
    ring
  rw [← hdet, ← Matrix.exists_mulVec_eq_zero_iff]
  simp only [IsEigenvalue, Matrix.sub_mulVec, Matrix.smul_mulVec, Matrix.one_mulVec,
    sub_eq_zero]

end

end SecularEquation
```

Compiling this gives:

```
Try this:
  [apply] ring_nf
  
  The `ring` tactic failed to close the goal. Use `ring_nf` to obtain a normal form.
    
  Note that `ring` works primarily in *commutative* rings. If you have a noncommutative ring, abelian group or module, consider using `noncomm_ring`, `abel` or `module` instead.
Main.lean:39:45: error: unsolved goals
E1 E2 u w1 w2 : ℝ
z : ℂ
⊢ -(↑E1 * z) + ↑E1 * ↑E2 - ↑E1 * vecHead (vecTail (Complex.I • ![↑w2] ᵥ* !![↑w1; ↑w2]ᴴ)) +
                        vecHead (Complex.I • ![↑w1] ᵥ* !![↑w1; ↑w2]ᴴ) * z -
                      vecHead (Complex.I • ![↑w1] ᵥ* !![↑w1; ↑w2]ᴴ) * ↑E2 +
                    vecHead (Complex.I • ![↑w1] ᵥ* !![↑w1; ↑w2]ᴴ) *
                      vecHead (vecTail (Complex.I • ![↑w2] ᵥ* !![↑w1; ↑w2]ᴴ)) -
                  z * ↑E2 +
                z * vecHead (vecTail (Complex.I • ![↑w2] ᵥ* !![↑w1; ↑w2]ᴴ)) +
              z ^ 2 +
            ↑u * vecHead (vecTail (Complex.I • ![↑w1] ᵥ* !![↑w1; ↑w2]ᴴ)) +
          ↑u * vecHead (Complex.I • ![↑w2] ᵥ* !![↑w1; ↑w2]ᴴ) -
        ↑u ^ 2 -
      vecHead (vecTail (Complex.I • ![↑w1] ᵥ* !![↑w1; ↑w2]ᴴ)) * vecHead (Complex.I • ![↑w2] ᵥ* !![↑w1; ↑w2]ᴴ) =
    -(↑E1 * Complex.I * ↑w2 ^ 2) - ↑E1 * z + ↑E1 * ↑E2 + Complex.I * z * ↑w1 ^ 2 + Complex.I * z * ↑w2 ^ 2 -
              Complex.I * ↑E2 * ↑w1 ^ 2 +
            Complex.I * ↑u * ↑w1 * ↑w2 * 2 -
          z * ↑E2 +
        z ^ 2 -
      ↑u ^ 2
Main.lean:41:51: warning: This simp argument is unused:
  Matrix.mul_apply

Hint: Omit it from the simp argument list.
  [apply] simp [twoResonance, effHam, twoLevel, channel]

Note: This linter can be disabled with `set_option linter.unusedSimpArgs false`
```

Fix (accepted with no message):

```diff
@@ -38,6 +38,12 @@
       (E1 - Complex.I * w1 ^ 2 - z) * (E2 - Complex.I * w2 ^ 2 - z)
         - (u - Complex.I * (w1 * w2)) ^ 2 := by
-    rw [Matrix.det_fin_two]
-    simp [twoResonance, effHam, twoLevel, channel, Matrix.mul_apply]
+    -- the decay matrix is the outer product of the amplitudes
+    have hp : channel w1 w2 * (channel w1 w2)ᴴ =
+        !![(w1 : ℂ) * w1, (w1 : ℂ) * w2; (w2 : ℂ) * w1, (w2 : ℂ) * w2] := by
+      ext i j
+      rw [Matrix.mul_apply]
+      fin_cases i <;> fin_cases j <;> simp [channel]
+    rw [twoResonance, effHam, hp, Matrix.det_fin_two]
+    simp [twoLevel]
     ring
   rw [← hdet, ← Matrix.exists_mulVec_eq_zero_iff]
```

Cause. The error is in the determinant computation, `hdet`. Given the definition of `channel`, `simp` rewrote the product WW† row by row, into vector-matrix products such as `![↑w1] ᵥ* !![↑w1; ↑w2]ᴴ`, and did not evaluate them. No entry of a matrix product was then left for `Matrix.mul_apply` to rewrite, which is why the warning calls it unused. The unevaluated products stayed inside `vecHead` and `vecTail`. `ring` treats such terms as unknowns, so it could not match them with `w1 ^ 2` and the other terms on the right.

The repair computes the product first, in `hp`. There `rw [Matrix.mul_apply]` acts while `channel` is still folded, and turns each entry into a sum over the single channel. `fin_cases` goes through the four entries, and `simp [channel]` evaluates each. Back in `hdet`, unfolding `twoResonance` and `effHam` exposes the product, and `hp` replaces it by an explicit matrix before `simp` can touch it. `simp [twoLevel]` then leaves ordinary algebra, which `ring` closes.
